# Two product states mixed with nonzero weights form a product exactly when they agree on a subsystem

Replacing a mixture of product states by the product of its reduced states can erase correlations between local measurements, even though the mixture contains no entanglement. For two trace-one components with weights strictly between 0 and 1, the replacement is exact if and only if the components agree on subsystem A or agree on subsystem B.

```lean
import Mathlib

open Matrix
open scoped Kronecker

namespace ProductStateMixtures

noncomputable section

variable {m n ι : Type*} [Fintype m] [Fintype n] [Fintype ι]

/-- The reduced operator of subsystem A: the partial trace over B. -/
def reduceA (ρ : Matrix (m × n) (m × n) ℂ) : Matrix m m ℂ :=
  Matrix.of fun i j => ∑ k, ρ (i, k) (j, k)

/-- The reduced operator of subsystem B: the partial trace over A. -/
def reduceB (ρ : Matrix (m × n) (m × n) ℂ) : Matrix n n ℂ :=
  Matrix.of fun k l => ∑ i, ρ (i, k) (i, l)

/-- The correlation operator: the joint operator minus the product of its partial traces. -/
def correlation (ρ : Matrix (m × n) (m × n) ℂ) : Matrix (m × n) (m × n) ℂ :=
  ρ - reduceA ρ ⊗ₖ reduceB ρ

/-- The mixture of two product operators with weights `p` and `1 - p`. -/
def binaryMixture (p : ℝ) (a₁ a₂ : Matrix m m ℂ) (b₁ b₂ : Matrix n n ℂ) :
    Matrix (m × n) (m × n) ℂ :=
  (p : ℂ) • (a₁ ⊗ₖ b₁) + (1 - (p : ℂ)) • (a₂ ⊗ₖ b₂)

/-- The mixture of finitely many product operators `a i ⊗ b i` with weights `p i`. -/
def mixture (p : ι → ℝ) (a : ι → Matrix m m ℂ) (b : ι → Matrix n n ℂ) :
    Matrix (m × n) (m × n) ℂ :=
  ∑ x, (p x : ℂ) • (a x ⊗ₖ b x)

omit [Fintype m] in
/-- If the B operators have trace one, tracing out B from a binary mixture leaves the mixture of the
A operators. -/
theorem reduceA_binaryMixture (p : ℝ) (a₁ a₂ : Matrix m m ℂ) {b₁ b₂ : Matrix n n ℂ}
    (hb₁ : b₁.trace = 1) (hb₂ : b₂.trace = 1) :
    reduceA (binaryMixture p a₁ a₂ b₁ b₂) = (p : ℂ) • a₁ + (1 - (p : ℂ)) • a₂ := by
  have h₁ : ∑ k, b₁ k k = 1 := hb₁
  have h₂ : ∑ k, b₂ k k = 1 := hb₂
  ext i j
  simp only [reduceA, binaryMixture, Matrix.of_apply, Matrix.add_apply, Matrix.smul_apply,
    Matrix.kroneckerMap_apply, smul_eq_mul, Finset.sum_add_distrib, ← Finset.mul_sum,
    h₁, h₂, mul_one]

omit [Fintype n] in
/-- If the A operators have trace one, tracing out A from a binary mixture leaves the mixture of the
B operators. -/
theorem reduceB_binaryMixture (p : ℝ) {a₁ a₂ : Matrix m m ℂ} (b₁ b₂ : Matrix n n ℂ)
    (ha₁ : a₁.trace = 1) (ha₂ : a₂.trace = 1) :
    reduceB (binaryMixture p a₁ a₂ b₁ b₂) = (p : ℂ) • b₁ + (1 - (p : ℂ)) • b₂ := by
  have h₁ : ∑ k, a₁ k k = 1 := ha₁
  have h₂ : ∑ k, a₂ k k = 1 := ha₂
  ext i j
  simp only [reduceB, binaryMixture, Matrix.of_apply, Matrix.add_apply, Matrix.smul_apply,
    Matrix.kroneckerMap_apply, smul_eq_mul, Finset.sum_add_distrib, ← Finset.mul_sum,
    ← Finset.sum_mul, h₁, h₂, one_mul]

/-- When all four local operators have trace one, the correlation operator of a binary mixture is `p
(1 - p)` times the tensor product of the two local differences. -/
theorem correlation_binaryMixture (p : ℝ) {a₁ a₂ : Matrix m m ℂ} {b₁ b₂ : Matrix n n ℂ}
    (ha₁ : a₁.trace = 1) (ha₂ : a₂.trace = 1) (hb₁ : b₁.trace = 1) (hb₂ : b₂.trace = 1) :
    correlation (binaryMixture p a₁ a₂ b₁ b₂) =
      ((p : ℂ) * (1 - (p : ℂ))) • ((a₁ - a₂) ⊗ₖ (b₁ - b₂)) := by
  rw [correlation, reduceA_binaryMixture p a₁ a₂ hb₁ hb₂,
    reduceB_binaryMixture p b₁ b₂ ha₁ ha₂]
  ext ⟨i, k⟩ ⟨j, l⟩
  simp only [binaryMixture, Matrix.sub_apply, Matrix.add_apply, Matrix.smul_apply,
    Matrix.kroneckerMap_apply, smul_eq_mul]
  ring

omit [Fintype m] [Fintype n] in
/-- A tensor product of two operators vanishes only if one of the factors vanishes. -/
theorem kronecker_eq_zero {A : Matrix m m ℂ} {B : Matrix n n ℂ} (h : A ⊗ₖ B = 0) :
    A = 0 ∨ B = 0 := by
  by_cases hA : A = 0
  · exact Or.inl hA
  · right
    -- a nonzero entry of A forces every entry of B to vanish
    have hex : ∃ i j, A i j ≠ 0 := by
      by_contra! hz
      exact hA (Matrix.ext hz)
    obtain ⟨i, j, hij⟩ := hex
    ext k l
    have hkl : A i j * B k l = 0 := congrFun (congrFun h (i, k)) (j, l)
    exact (mul_eq_zero.mp hkl).resolve_left hij

/-- A proper mixture of two trace-one product operators equals the product of its partial
traces if and only if the two components agree on A or agree on B. -/
theorem binaryMixture_eq_product_iff {p : ℝ} (hp₀ : 0 < p) (hp₁ : p < 1)
    {a₁ a₂ : Matrix m m ℂ} {b₁ b₂ : Matrix n n ℂ}
    (ha₁ : a₁.trace = 1) (ha₂ : a₂.trace = 1) (hb₁ : b₁.trace = 1) (hb₂ : b₂.trace = 1) :
    binaryMixture p a₁ a₂ b₁ b₂ =
        reduceA (binaryMixture p a₁ a₂ b₁ b₂) ⊗ₖ reduceB (binaryMixture p a₁ a₂ b₁ b₂) ↔
      a₁ = a₂ ∨ b₁ = b₂ := by
  have hc := correlation_binaryMixture p ha₁ ha₂ hb₁ hb₂
  have hp : (p : ℂ) * (1 - (p : ℂ)) ≠ 0 := by
    have hr : p * (1 - p) ≠ 0 := (mul_pos hp₀ (sub_pos.mpr hp₁)).ne'
    exact_mod_cast hr
  rw [← sub_eq_zero]
  change correlation (binaryMixture p a₁ a₂ b₁ b₂) = 0 ↔ _
  rw [hc]
  constructor
  · intro h
    -- the weight is nonzero, so one of the local differences vanishes
    rcases kronecker_eq_zero ((smul_eq_zero.mp h).resolve_left hp) with h | h
    · exact Or.inl (sub_eq_zero.mp h)
    · exact Or.inr (sub_eq_zero.mp h)
  · rintro (rfl | rfl)
    · ext ⟨i, k⟩ ⟨j, l⟩
      simp
    · ext ⟨i, k⟩ ⟨j, l⟩
      simp

/-- When all four local operators of a binary mixture have trace one, the covariance of local
observables `X` and `Y` in it is `p (1 - p)` times the product of the differences of their
expectation values in the two components. -/
theorem covariance_binaryMixture (p : ℝ) {a₁ a₂ : Matrix m m ℂ} {b₁ b₂ : Matrix n n ℂ}
    (ha₁ : a₁.trace = 1) (ha₂ : a₂.trace = 1) (hb₁ : b₁.trace = 1) (hb₂ : b₂.trace = 1)
    (X : Matrix m m ℂ) (Y : Matrix n n ℂ) :
    (binaryMixture p a₁ a₂ b₁ b₂ * (X ⊗ₖ Y)).trace -
        (reduceA (binaryMixture p a₁ a₂ b₁ b₂) * X).trace *
          (reduceB (binaryMixture p a₁ a₂ b₁ b₂) * Y).trace =
      (p : ℂ) * (1 - (p : ℂ)) *
        (((a₁ * X).trace - (a₂ * X).trace) * ((b₁ * Y).trace - (b₂ * Y).trace)) := by
  rw [reduceA_binaryMixture p a₁ a₂ hb₁ hb₂, reduceB_binaryMixture p b₁ b₂ ha₁ ha₂]
  simp only [binaryMixture, Matrix.add_mul, Matrix.smul_mul, ← Matrix.mul_kronecker_mul,
    Matrix.trace_add, Matrix.trace_smul, Matrix.trace_kronecker, smul_eq_mul]
  ring

/-- For finitely many products of trace-one operators, with weights that sum to 1, the correlation
operator of the mixture is half the weighted sum over pairs of the tensor products of local
differences. -/
theorem correlation_mixture {p : ι → ℝ} (hp : ∑ x, p x = 1)
    {a : ι → Matrix m m ℂ} {b : ι → Matrix n n ℂ}
    (ha : ∀ x, (a x).trace = 1) (hb : ∀ x, (b x).trace = 1) :
    correlation (mixture p a b) =
      (1 / 2 : ℂ) • ∑ x, ∑ y, ((p x : ℂ) * (p y : ℂ)) • ((a x - a y) ⊗ₖ (b x - b y)) := by
  have hw : ∑ x, (p x : ℂ) = 1 := by exact_mod_cast hp
  have hA : reduceA (mixture p a b) = ∑ x, (p x : ℂ) • a x := by
    ext i j
    simp only [reduceA, mixture, Matrix.of_apply, Matrix.sum_apply, Matrix.smul_apply,
      Matrix.kroneckerMap_apply, smul_eq_mul]
    rw [Finset.sum_comm]
    refine Finset.sum_congr rfl fun x _ => ?_
    have h : ∑ k, b x k k = 1 := hb x
    rw [← Finset.mul_sum, ← Finset.mul_sum, h, mul_one]
  have hB : reduceB (mixture p a b) = ∑ x, (p x : ℂ) • b x := by
    ext k l
    simp only [reduceB, mixture, Matrix.of_apply, Matrix.sum_apply, Matrix.smul_apply,
      Matrix.kroneckerMap_apply, smul_eq_mul]
    rw [Finset.sum_comm]
    refine Finset.sum_congr rfl fun x _ => ?_
    have h : ∑ i, a x i i = 1 := ha x
    rw [← Finset.mul_sum, ← Finset.sum_mul, h, one_mul]
  rw [correlation, hA, hB]
  ext ⟨i, k⟩ ⟨j, l⟩
  simp only [mixture, Matrix.sub_apply, Matrix.sum_apply, Matrix.smul_apply,
    Matrix.kroneckerMap_apply, smul_eq_mul]
  -- expand the product of differences and sum each of the four terms
  have e : ∀ x y, (p x : ℂ) * (p y : ℂ) * ((a x i j - a y i j) * (b x k l - b y k l)) =
      ((p x : ℂ) * (a x i j * b x k l)) * (p y : ℂ)
        + (p x : ℂ) * ((p y : ℂ) * (a y i j * b y k l))
        - ((p x : ℂ) * a x i j) * ((p y : ℂ) * b y k l)
        - ((p x : ℂ) * b x k l) * ((p y : ℂ) * a y i j) := by
    intro x y
    ring
  simp only [e, Finset.sum_add_distrib, Finset.sum_sub_distrib, ← Finset.mul_sum,
    ← Finset.sum_mul, hw]
  ring

/-- Three diagonal qubit operators on A: the two basis projectors and half the identity. -/
def tripleA : Fin 3 → Matrix (Fin 2) (Fin 2) ℂ :=
  ![!![1, 0; 0, 0], !![0, 0; 0, 1], !![1 / 2, 0; 0, 1 / 2]]

/-- Three qubit operators on B: the first basis projector twice, then the second. -/
def tripleB : Fin 3 → Matrix (Fin 2) (Fin 2) ℂ :=
  ![!![1, 0; 0, 0], !![1, 0; 0, 0], !![0, 0; 0, 1]]

/-- The equal-weight mixture of the three trace-one products `tripleA x ⊗ tripleB x` has zero
correlation operator, although the components differ on A and differ on B. -/
theorem three_components_uncorrelated :
    (∀ x, (tripleA x).trace = 1) ∧ (∀ x, (tripleB x).trace = 1) ∧
      tripleA 0 ≠ tripleA 1 ∧ tripleB 0 ≠ tripleB 2 ∧
      correlation (mixture (fun _ => 1 / 3) tripleA tripleB) = 0 := by
  have hA : ∀ x, (tripleA x).trace = 1 := by
    intro x
    fin_cases x <;> simp [tripleA, Matrix.trace_fin_two]
    norm_num
  have hB : ∀ x, (tripleB x).trace = 1 := by
    intro x
    fin_cases x <;> simp [tripleB, Matrix.trace_fin_two]
  refine ⟨hA, hB, ?_, ?_, ?_⟩
  · intro h
    have h0 := congrFun (congrFun h 0) 0
    simp [tripleA] at h0
  · intro h
    have h0 := congrFun (congrFun h 0) 0
    simp [tripleB] at h0
  · -- the contributions of the pairs cancel entry by entry
    rw [correlation_mixture (by norm_num [Fin.sum_univ_three]) hA hB]
    ext ⟨i, k⟩ ⟨j, l⟩
    fin_cases i <;> fin_cases k <;> fin_cases j <;> fin_cases l <;>
      simp [tripleA, tripleB, Fin.sum_univ_three, Matrix.kroneckerMap_apply] <;> norm_num

end

end ProductStateMixtures
```

```lean
#print axioms ProductStateMixtures.binaryMixture_eq_product_iff
#print axioms ProductStateMixtures.covariance_binaryMixture
#print axioms ProductStateMixtures.three_components_uncorrelated
```

```
'ProductStateMixtures.binaryMixture_eq_product_iff' depends on axioms: [propext, Classical.choice, Quot.sound]
'ProductStateMixtures.covariance_binaryMixture' depends on axioms: [propext, Classical.choice, Quot.sound]
'ProductStateMixtures.three_components_uncorrelated' depends on axioms: [propext, Classical.choice, Quot.sound]
```

## The correlation left by mixing

Let a₁, a₂ be trace-one matrices on A and b₁, b₂ trace-one matrices on B. Write q = 1 − p and

ρ = p a₁⊗b₁ + q a₂⊗b₂.

The reduced operator ρ_A is found by summing over the index k of B:

ρ_A(i, j) = Σₖ ρ((i, k), (j, k)) = p a₁(i, j) tr b₁ + q a₂(i, j) tr b₂.

Both traces are 1, and the same calculation applies to B, so

ρ_A = p a₁ + q a₂,  ρ_B = p b₁ + q b₂.

Their product is

ρ_A⊗ρ_B = p² a₁⊗b₁ + pq (a₁⊗b₂ + a₂⊗b₁) + q² a₂⊗b₂.

Subtract this from ρ. Since p − p² = pq and q − q² = pq, all four terms carry the same factor:

ρ − ρ_A⊗ρ_B = pq (a₁⊗b₁ − a₁⊗b₂ − a₂⊗b₁ + a₂⊗b₂) = pq (a₁ − a₂)⊗(b₁ − b₂).

For 0 < p < 1 the number pq is nonzero, so ρ = ρ_A⊗ρ_B holds exactly when the tensor product on the right vanishes. Write M = a₁ − a₂ and N = b₁ − b₂. The entries of M⊗N are the numbers M(i, j) N(k, l). If some M(i, j) is nonzero, every N(k, l) must be zero for the product to vanish. Hence a₁ = a₂ or b₁ = b₂. Conversely, either equality makes the right-hand side zero.

## What local measurements see

For a local observable X on A, let x₁ = tr(a₁X) and x₂ = tr(a₂X); for Y on B, let y₁ = tr(b₁Y) and y₂ = tr(b₂Y). The covariance is

tr(ρ (X⊗Y)) − tr(ρ_A X) tr(ρ_B Y)
= p x₁y₁ + q x₂y₂ − (p x₁ + q x₂)(p y₁ + q y₂)
= pq (x₁ − x₂)(y₁ − y₂).

When 0 < p < 1, the covariance is therefore nonzero exactly when each of the two observables has different expectation values in the two components. A zero covariance for one pair X, Y does not by itself make their measured outcomes independent.

For 0 < p < 1, the same formula supplies a witness when the components are Hermitian and differ on both sides. Taking X = a₁ − a₂ and Y = b₁ − b₂ gives the covariance pq tr((a₁ − a₂)²) tr((b₁ − b₂)²), which is strictly positive; this choice of observables is a consequence drawn here by hand.

## Three components can cancel

For finitely many products aₓ⊗bₓ of trace-one matrices, with real weights pₓ that sum to 1, the corresponding identity is

ρ − ρ_A⊗ρ_B = ½ Σₓ Σ_y pₓ p_y (aₓ − a_y)⊗(bₓ − b_y).

To see this, expand the tensor product. The terms aₓ⊗bₓ and a_y⊗b_y each sum to ρ, while the two mixed terms each sum to −ρ_A⊗ρ_B. The factor ½ removes the double counting.

The sum can vanish without each term vanishing. Number three qubit components from 0, as the Lean code does, and give each the weight 1/3:

a₀ = |0⟩⟨0|, a₁ = |1⟩⟨1|, a₂ = I/2,
b₀ = b₁ = |0⟩⟨0|, b₂ = |1⟩⟨1|.

The pair (0, 1) contributes nothing because b₀ = b₁. The pairs (0, 2) and (1, 2) have the same difference on B and opposite differences on A, so they cancel. The mixture is

(I/2)⊗(⅔ |0⟩⟨0| + ⅓ |1⟩⟨1|),

a product, although the local states vary on both sides. The two-component criterion thus does not extend to three components.

## How the Lean statements encode this

The finite types `m` and `n` label basis states of A and B, and pairs in `m × n` label the product basis. Operators are complex matrices, `⊗ₖ` is the Kronecker product, and `reduceA` and `reduceB` are the partial traces over B and A. The definition `correlation` is ρ − ρ_A⊗ρ_B.

The main theorem, `binaryMixture_eq_product_iff`, assumes `0 < p`, `p < 1` and the four trace conditions. Trace one stands for normalised total probability. Neither Hermiticity nor positivity is assumed, so density operators are a special case, and X and Y may likewise be any matrices. Infinite-dimensional systems are not covered.

Normalisation matters even in dimension one. Take a₁ = a₂ = 1 and b₁ = b₂ = 2 as 1×1 matrices. Then ρ = 2, but ρ_A = ρ_B = 2 and their product is 4: the components agree on both sides, yet the equality fails.

In finite-dimensional quantum mechanics, the result separates absence of entanglement from absence of correlation for mixtures of two product states. A simulation that replaces such a mixture, with both weights nonzero, by the product of its reduced states keeps the joint state unchanged precisely when the components agree on A or on B.

## How the proof follows the algebra

`reduceA_binaryMixture` and `reduceB_binaryMixture` compute the partial traces entry by entry, pulling constant factors out of the sums and inserting the trace conditions. `correlation_binaryMixture` substitutes these results and leaves the expansion of each entry to `ring`.

`kronecker_eq_zero` picks a nonzero entry of the first factor and uses it to force every entry of the second to vanish. The main theorem rewrites the equality as a vanishing difference, recognises that difference as `correlation`, removes the nonzero weight and applies this lemma. In the reverse direction, substituting either equality leaves a zero factor, which `simp` evaluates.

`covariance_binaryMixture` uses the fact that the trace of a Kronecker product is the product of the traces, and `ring` finishes the scalar identity. In `correlation_mixture`, the auxiliary identity `e` splits the product of differences into the four terms described above, arranged so that each double sum factorises. Finally, `three_components_uncorrelated` applies that formula to the qubit example and checks all sixteen matrix entries by cases; it also verifies the traces and that the components differ on each side.
